# Binding threshold and binding momentum of a separable s-wave potential with form factor \(1/(s^2+b^2)\)

Suppose a root search for the binding momentum of a separable potential, run on a momentum grid, finds nothing. That outcome alone does not say whether the potential is too weak to bind or the grid too coarse to resolve a weakly bound state. For one particle in one s-wave channel with a single projector of the form below, the question has a closed answer, which can serve as a reference value for a grid calculation of the same model.

## The Hamiltonian and its bound states

```lean
import Mathlib

open MeasureTheory Set Filter Topology
open scoped Real

namespace SeparableBoundState

noncomputable section
```

Let \(s>0\) be the radial momentum, in units with \(\hbar^2/2m=1\), so that the kinetic energy is \(s^2\). The potential acts through the form factor \(g(s)=1/(s^2+b^2)\), where \(b>0\) is its momentum width and \(1/b\) its range.

```lean
/-- The form factor `1 / (s² + b²)` of the separable potential at momentum `s`, for `b > 0`. -/
def formFactor (b s : ℝ) : ℝ := 1 / (s ^ 2 + b ^ 2)
```

With a real strength \(c\), which absorbs the angular factors and is positive for attraction, the Hamiltonian is

\[ (H\psi)(s)=s^2\psi(s)-c\,g(s)\int_0^\infty t^2g(t)\psi(t)\,dt . \]

```lean
/-- The s-wave Hamiltonian in momentum space: kinetic energy `s²` minus a separable term of
strength `c`, for `b > 0`. -/
def hamiltonian (b c : ℝ) (ψ : ℝ → ℝ) (s : ℝ) : ℝ :=
  s ^ 2 * ψ s - c * formFactor b s * ∫ t in Ioi (0 : ℝ), t ^ 2 * formFactor b t * ψ t
```

A bound state of energy \(-k^2\) is a real function \(\psi\) that is nonzero somewhere on \(s>0\), has \(s^2\psi^2\) integrable, and satisfies \(H\psi=-k^2\psi\) at every \(s>0\). In `IsBoundState` these are the fields `nonzero`, `normalisable` and `eigen`. The overlap operator is the identity, so the generalised eigenvalue problem of ultrasoft pseudopotentials is a different one.

```lean
/-- A real radial wavefunction that is nonzero, normalisable with weight `s²`, and an
eigenfunction of the Hamiltonian with energy `-k²`. -/
structure IsBoundState (b c k : ℝ) (ψ : ℝ → ℝ) : Prop where
  nonzero : ∃ s, 0 < s ∧ ψ s ≠ 0
  normalisable : IntegrableOn (fun s => s ^ 2 * ψ s ^ 2) (Ioi 0)
  eigen : ∀ s, 0 < s → hamiltonian b c ψ s = -k ^ 2 * ψ s
```

One integral is needed throughout, written \(I(k)\) here and `bindingIntegral b k` in Lean:

\[ I(k)=\int_0^\infty \frac{s^2}{(s^2+b^2)^2(s^2+k^2)}\,ds . \]

```lean
/-- The integral over momenta in the bound-state condition, for `b > 0` and `k ≥ 0`. -/
def bindingIntegral (b k : ℝ) : ℝ :=
  ∫ s in Ioi (0 : ℝ), s ^ 2 / ((s ^ 2 + b ^ 2) ^ 2 * (s ^ 2 + k ^ 2))
```

## (a) The derivative of a scaled arctangent

**Task.** Let \(A_k(s)=k\arctan(s/k)\). Show that for all real \(k\) and \(s\)

\[ A_k'(s)=\frac{k^2}{s^2+k^2}, \]

where both expressions are read as zero if \(k=0\).

**Solution.** For \(k\neq0\) the chain rule gives

\[ A_k'(s)=k\cdot\frac{1}{1+(s/k)^2}\cdot\frac1k=\frac{k^2}{s^2+k^2}. \]

For \(k=0\) the function is constant. The proof makes the same split; the equation `e` rewrites \(1+(s/k)^2\) over the denominator \(k^2\).

```lean
/-- The function `k arctan (s / k)` has derivative `k² / (s² + k²)` at every real `s`, where for
`k = 0` both expressions are read as zero. -/
theorem hasDerivAt_arctan_scaled (k : ℝ) {s : ℝ} :
    HasDerivAt (fun x => k * Real.arctan (x / k)) (k ^ 2 / (s ^ 2 + k ^ 2)) s := by
  rcases eq_or_ne k 0 with rfl | hk
  · simp only [zero_mul]
    exact (hasDerivAt_const s (0 : ℝ)).congr_deriv (by simp)
  · refine ((((hasDerivAt_id' s).div_const k).arctan).const_mul k).congr_deriv ?_
    have hk2 : k ^ 2 ≠ 0 := pow_ne_zero 2 hk
    have hs : s ^ 2 + k ^ 2 ≠ 0 := by positivity
    have e : 1 + (s / k) ^ 2 = (s ^ 2 + k ^ 2) / k ^ 2 := by
      rw [div_pow, eq_div_iff hk2, add_mul, div_mul_cancel₀ _ hk2]
      ring
    rw [e]
    field_simp
```

## (b) Its limit at large momentum

**Task.** Show that for \(k\ge0\)

\[ \lim_{s\to\infty}A_k(s)=\frac{k\pi}{2}. \]

**Solution.** If \(k>0\), then \(s/k\to\infty\) and the arctangent tends to \(\pi/2\). If \(k=0\), both sides vanish. In Lean the first case composes the limit of `Real.arctan` with that of \(s/k\).

```lean
/-- For `k ≥ 0` the function `k arctan (s / k)` tends to `k π / 2` at large momentum. -/
theorem tendsto_arctan_scaled {k : ℝ} (hk : 0 ≤ k) :
    Tendsto (fun x => k * Real.arctan (x / k)) atTop (𝓝 (k * (π / 2))) := by
  rcases hk.eq_or_lt with rfl | hk
  · simp only [zero_mul]
    exact tendsto_const_nhds
  · exact ((Real.tendsto_arctan_atTop.mono_right nhdsWithin_le_nhds).comp
      (tendsto_id.atTop_div_const hk)).const_mul k
```

## (c) A primitive of the integrand

**Task.** For \(b>0\) and \(k\ge0\), find a function \(F\), continuous at 0 with \(F(0)=0\), whose derivative for \(s>0\) is the integrand of \(I(k)\), and show that

\[ \lim_{s\to\infty}F(s)=\frac{\pi}{4b(b+k)^2}. \]

**Solution.** Take \(k\ne b\) first and put \(D=b^2-k^2\). Partial fractions in \(s^2\) give

\[ \frac{s^2}{(s^2+b^2)^2(s^2+k^2)}=-\frac{k^2}{D^2(s^2+k^2)}+\frac{k^2}{D^2(s^2+b^2)}+\frac{b^2}{D(s^2+b^2)^2}. \]

Let \(R(s)=s/(s^2+b^2)\). Then

\[ R'(s)=\frac{2b^2}{(s^2+b^2)^2}-\frac{1}{s^2+b^2}, \qquad\text{so}\qquad \frac{b^2}{(s^2+b^2)^2}=\frac{R'(s)}{2}+\frac{A_b'(s)}{2b^2}. \]

Integrating term by term,

\[ F=-\frac{A_k}{D^2}+\left(\frac{k^2}{D^2b^2}+\frac{1}{2b^2D}\right)A_b+\frac{R}{2D}. \]

This vanishes at 0. Since \(R\to0\), part (b) gives the limit

\[ \frac{\pi}{2}\left(-\frac{k}{D^2}+\frac{k^2}{bD^2}+\frac{1}{2bD}\right)=\frac{\pi(b-k)^2}{4bD^2}=\frac{\pi}{4b(b+k)^2}. \]

For \(k=b\) the two poles in \(s^2\) coincide and \(D=0\). Here

\[ F(s)=\frac{A_k(s)}{8k^4}+\frac{1}{8k^2}\,\frac{s(s^2-k^2)}{(s^2+k^2)^2} \]

works, because over the common denominator \(8k^2(s^2+k^2)^3\) the derivative has numerator

\[ (s^4+2k^2s^2+k^4)+(-s^4+6k^2s^2-k^4)=8k^2s^2 . \]

The limit is \(\pi/(16k^3)\), which is the target at \(b=k\).

In the proof, `hr` and `hq` are the derivatives of \(R\) and \(1/(s^2+b^2)\), and `lr` and `lq` their limits. In each case `hF` differentiates the primitive and `field_simp` with `ring` identifies the result with the integrand; `hl` is the algebra of the limit.

```lean
/-- For `b > 0` and `k ≥ 0` the integrand of the binding integral has a primitive on `s > 0` that
starts from zero and tends to `π / (4 b (b + k)²)`. -/
theorem exists_primitive {b k : ℝ} (hb : 0 < b) (hk : 0 ≤ k) :
    ∃ F : ℝ → ℝ, ContinuousAt F 0 ∧ F 0 = 0 ∧
      (∀ s, 0 < s → HasDerivAt F (s ^ 2 / ((s ^ 2 + b ^ 2) ^ 2 * (s ^ 2 + k ^ 2))) s) ∧
      Tendsto F atTop (𝓝 (π / (4 * b * (b + k) ^ 2))) := by
  have ne : ∀ s : ℝ, s ^ 2 + b ^ 2 ≠ 0 := fun s => by positivity
  have hd : ∀ s : ℝ, HasDerivAt (fun x => x ^ 2 + b ^ 2) (2 * s) s := fun s =>
    ((hasDerivAt_pow 2 s).add_const (b ^ 2)).congr_deriv (by norm_num)
  have hr := fun s : ℝ => (hasDerivAt_id' s).fun_div (hd s) (ne s)
  have hq := fun s : ℝ => (hasDerivAt_const s (1 : ℝ)).fun_div (hd s) (ne s)
  have lq : Tendsto (fun x : ℝ => 1 / (x ^ 2 + b ^ 2)) atTop (𝓝 0) :=
    tendsto_const_nhds.div_atTop
      (tendsto_atTop_add_const_right _ _ (tendsto_pow_atTop two_ne_zero))
  have lr : Tendsto (fun x : ℝ => x / (x ^ 2 + b ^ 2)) atTop (𝓝 0) := by
    refine squeeze_zero' ?_ ?_ tendsto_inv_atTop_zero
    · filter_upwards [eventually_gt_atTop (0 : ℝ)] with x hx
      positivity
    · filter_upwards [eventually_gt_atTop (0 : ℝ)] with x hx
      rw [inv_eq_one_div, div_le_div_iff₀ (by positivity) hx]
      nlinarith [sq_nonneg b]
  rcases eq_or_ne k b with rfl | hkb
  · -- coinciding poles
    have hF := fun s : ℝ => ((hasDerivAt_arctan_scaled k (s := s)).const_mul
      (1 / (8 * k ^ 4))).fun_add (((hr s).fun_mul
        (((hq s).const_mul (2 * k ^ 2)).const_sub 1)).const_mul (1 / (8 * k ^ 2)))
    refine ⟨_, (hF 0).continuousAt, by simp, fun s hs => (hF s).congr_deriv ?_, ?_⟩
    · have := ne s
      field_simp
      ring
    · have hl : π / (4 * k * (k + k) ^ 2) = 1 / (8 * k ^ 4) * (k * (π / 2))
          + 1 / (8 * k ^ 2) * (0 * (1 - 2 * k ^ 2 * 0)) := by
        rw [← two_mul]
        field_simp
        ring
      rw [hl]
      exact ((tendsto_arctan_scaled hk).const_mul _).add
        ((lr.mul ((lq.const_mul _).const_sub 1)).const_mul _)
  · -- distinct poles: partial fractions
    have hbk : b + k ≠ 0 := by positivity
    have hD : b ^ 2 - k ^ 2 ≠ 0 := by
      rw [sq_sub_sq]
      exact mul_ne_zero hbk (sub_ne_zero.2 hkb.symm)
    have hF := fun s : ℝ => (((hasDerivAt_arctan_scaled k (s := s)).const_mul
      (-1 / (b ^ 2 - k ^ 2) ^ 2)).fun_add ((hasDerivAt_arctan_scaled b (s := s)).const_mul
        (k ^ 2 / ((b ^ 2 - k ^ 2) ^ 2 * b ^ 2) + 1 / (2 * b ^ 2 * (b ^ 2 - k ^ 2))))).fun_add
      ((hr s).const_mul (1 / (2 * (b ^ 2 - k ^ 2))))
    refine ⟨_, (hF 0).continuousAt, by simp, fun s hs => (hF s).congr_deriv ?_, ?_⟩
    · have := ne s
      have : s ^ 2 + k ^ 2 ≠ 0 := by positivity
      field_simp
      ring
    · have hl : π / (4 * b * (b + k) ^ 2) = -1 / (b ^ 2 - k ^ 2) ^ 2 * (k * (π / 2))
          + (k ^ 2 / ((b ^ 2 - k ^ 2) ^ 2 * b ^ 2) + 1 / (2 * b ^ 2 * (b ^ 2 - k ^ 2)))
            * (b * (π / 2)) + 1 / (2 * (b ^ 2 - k ^ 2)) * 0 := by
        field_simp
        ring
      rw [hl]
      exact (((tendsto_arctan_scaled hk).const_mul _).add
        ((tendsto_arctan_scaled hb.le).const_mul _)).add (lr.const_mul _)
```

## (d) The value of the integral

**Task.** For \(b>0\) and \(k\ge0\), show that the integrand is integrable on \((0,\infty)\) and that

\[ I(k)=\frac{\pi}{4b(b+k)^2}. \]

**Solution.** The integrand is nonnegative and has the primitive \(F\) of (c), which has a finite limit. Its integral over \((0,S)\) is \(F(S)-F(0)\), which stays bounded as \(S\to\infty\). This gives integrability, and the value is \(\lim F-F(0)\). Lean uses the two half-line forms of the fundamental theorem for nonnegative derivatives, one for each claim.

```lean
/-- For `b > 0` and `k ≥ 0` the integrand of the binding integral is integrable, and the integral
equals `π / (4 b (b + k)²)`. -/
theorem bindingIntegral_eq {b k : ℝ} (hb : 0 < b) (hk : 0 ≤ k) :
    IntegrableOn (fun s => s ^ 2 / ((s ^ 2 + b ^ 2) ^ 2 * (s ^ 2 + k ^ 2))) (Ioi 0) ∧
      bindingIntegral b k = π / (4 * b * (b + k) ^ 2) := by
  obtain ⟨F, hc, h0, hF, hl⟩ := exists_primitive hb hk
  refine ⟨integrableOn_Ioi_deriv_of_nonneg hc.continuousWithinAt hF
    (fun s _ => by positivity) hl, ?_⟩
  have h := integral_Ioi_of_hasDerivAt_of_nonneg hc.continuousWithinAt hF
    (fun s _ => by positivity) hl
  rw [h0, sub_zero] at h
  exact h
```

## (e) From the eigenvalue equation to a condition on \(k\)

**Task.** For \(b>0\) and \(k>0\), show that a bound state of energy \(-k^2\) exists exactly when

\[ c\,I(k)=1 . \]

**Solution.** Let \(\psi\) be a bound state and \(N=\int_0^\infty t^2g(t)\psi(t)\,dt\). The eigenvalue equation reads \((s^2+k^2)\psi(s)=cN\,g(s)\), hence

\[ \psi(s)=\frac{cN\,g(s)}{s^2+k^2}. \]

Inserting this into the definition of \(N\) gives \(N=cN\,I(k)\). If \(N\) were zero, \(\psi\) would vanish for all \(s>0\), so \(N\neq0\) and \(c\,I(k)=1\).

Conversely, assume \(c\,I(k)=1\) and take \(\psi=g/(s^2+k^2)\), which is positive. Its overlap with \(g\) is \(I(k)\), so

\[ (H\psi)(s)+k^2\psi(s)=g(s)-c\,I(k)\,g(s)=0 . \]

It is normalisable because

\[ s^2\psi^2=\frac{1}{s^2+k^2}\cdot\frac{s^2}{(s^2+b^2)^2(s^2+k^2)}\le\frac{1}{k^2}\cdot\frac{s^2}{(s^2+b^2)^2(s^2+k^2)}, \]

and the right-hand side is integrable by (d).

In Lean, `hform` is the forced shape of \(\psi\), `hNI` the self-consistency of \(N\), and `hN0` its being nonzero. In the converse, `Integrable.mono'` carries the bound and `hI` evaluates the overlap.

```lean
/-- For `b > 0` and `k > 0` the Hamiltonian has a bound state of energy `-k²` exactly when `c` times
the binding integral is one. -/
theorem exists_boundState_iff {b c k : ℝ} (hb : 0 < b) (hk : 0 < k) :
    (∃ ψ, IsBoundState b c k ψ) ↔ c * bindingIntegral b k = 1 := by
  constructor
  · rintro ⟨ψ, ⟨s₀, hs₀, hne⟩, -, heq⟩
    obtain ⟨N, hN⟩ : ∃ N, N = ∫ t in Ioi (0 : ℝ), t ^ 2 * formFactor b t * ψ t := ⟨_, rfl⟩
    -- the eigenvalue equation fixes the shape of the wavefunction
    have hform : ∀ s, 0 < s → ψ s = c * N * formFactor b s / (s ^ 2 + k ^ 2) := by
      intro s hs
      have h := heq s hs
      unfold hamiltonian at h
      rw [← hN] at h
      rw [eq_div_iff (by positivity)]
      linear_combination h
    -- its overlap with the form factor must reproduce itself
    have hNI : N = c * N * bindingIntegral b k := by
      refine (hN.trans (setIntegral_congr_fun measurableSet_Ioi fun t ht => ?_)).trans
        (integral_const_mul (c * N) _)
      rw [hform t ht]
      simp only [formFactor]
      field_simp
    have hN0 : N ≠ 0 := fun h => hne (by rw [hform s₀ hs₀, h]; simp)
    exact mul_left_cancel₀ hN0 (by linear_combination -hNI)
  · intro h
    refine ⟨fun s => formFactor b s / (s ^ 2 + k ^ 2), ⟨1, one_pos, ?_⟩, ?_, fun s hs => ?_⟩
    · simp only [formFactor]
      positivity
    · refine Integrable.mono' ((bindingIntegral_eq hb hk.le).1.const_mul (1 / k ^ 2)) ?_
        (Eventually.of_forall fun s => ?_)
      · simp only [formFactor]
        exact Measurable.aestronglyMeasurable (by fun_prop)
      · simp only [formFactor]
        rw [Real.norm_of_nonneg (by positivity)]
        calc s ^ 2 * (1 / (s ^ 2 + b ^ 2) / (s ^ 2 + k ^ 2)) ^ 2
            = 1 / (s ^ 2 + k ^ 2) * (s ^ 2 / ((s ^ 2 + b ^ 2) ^ 2 * (s ^ 2 + k ^ 2))) := by
              field_simp
          _ ≤ _ := mul_le_mul_of_nonneg_right
              (one_div_le_one_div_of_le (by positivity) (by nlinarith [sq_nonneg s]))
              (by positivity)
    · have hI : ∫ t in Ioi (0 : ℝ), t ^ 2 * formFactor b t * (formFactor b t / (t ^ 2 + k ^ 2))
          = bindingIntegral b k := by
        refine setIntegral_congr_fun measurableSet_Ioi fun t ht => ?_
        simp only [formFactor]
        field_simp
      have hg : formFactor b s / (s ^ 2 + k ^ 2) * (s ^ 2 + k ^ 2) = formFactor b s :=
        div_mul_cancel₀ _ (by positivity)
      unfold hamiltonian
      rw [hI]
      linear_combination hg - formFactor b s * h
```

## (f) The binding momentum

**Task.** For \(b>0\) and \(k>0\), show that \(c\,I(k)=1\) is equivalent to

\[ k=\sqrt{\frac{c\pi}{4b}}-b . \]

**Solution.** By (d) the condition is \(c\pi=4b(b+k)^2\), that is, \((b+k)^2=c\pi/(4b)\). Since \(b+k>0\), taking the positive root gives the formula. Conversely, the formula says that the root equals \(b+k>0\); the radicand is then positive, and squaring returns the condition. The two branches of the proof do the same with `Real.sqrt_sq` and `Real.sq_sqrt`.

```lean
/-- For `b > 0` and `k > 0` the bound-state condition holds exactly when
`k = √(c π / (4 b)) - b`. -/
theorem binding_condition_iff {b c k : ℝ} (hb : 0 < b) (hk : 0 < k) :
    c * bindingIntegral b k = 1 ↔ k = √(c * π / (4 * b)) - b := by
  have hne : 4 * b * (b + k) ^ 2 ≠ 0 := by positivity
  rw [(bindingIntegral_eq hb hk.le).2, ← mul_div_assoc, div_eq_iff hne, one_mul]
  constructor
  · intro h
    have e : c * π / (4 * b) = (b + k) ^ 2 := by
      rw [h]
      field_simp
    rw [e, Real.sqrt_sq (by positivity)]
    ring
  · intro h
    have hs : √(c * π / (4 * b)) = b + k := by linarith
    have hx : 0 < c * π / (4 * b) := Real.sqrt_pos.mp (by rw [hs]; positivity)
    have h2 := Real.sq_sqrt hx.le
    rw [hs, eq_div_iff (by positivity)] at h2
    linear_combination -h2
```

## (g) Threshold and uniqueness

**Task.** For \(b>0\), show that \(c\,I(k)=1\) has a solution \(k>0\) exactly when

\[ 4b^3<c\pi , \]

and that two positive solutions are equal.

**Solution.** By (f) the only candidate is \(\sqrt{c\pi/(4b)}-b\). It is positive exactly when \(c\pi/(4b)>b^2\), which is the stated inequality; this equivalence is `key` in the proof. Two positive solutions are given by the same formula and therefore coincide.

```lean
/-- For `b > 0` the bound-state condition has a solution `k > 0` exactly when `c π > 4 b³`, and
any two positive solutions coincide. -/
theorem binding_threshold {b c : ℝ} (hb : 0 < b) :
    ((∃ k, 0 < k ∧ c * bindingIntegral b k = 1) ↔ 4 * b ^ 3 < c * π) ∧
      ∀ k k', 0 < k → 0 < k' → c * bindingIntegral b k = 1 →
        c * bindingIntegral b k' = 1 → k = k' := by
  have key : 0 < √(c * π / (4 * b)) - b ↔ 4 * b ^ 3 < c * π := by
    rw [sub_pos, Real.lt_sqrt hb.le, lt_div_iff₀ (by positivity),
      show b ^ 2 * (4 * b) = 4 * b ^ 3 by ring]
  refine ⟨⟨?_, fun h => ⟨_, key.2 h, (binding_condition_iff hb (key.2 h)).2 rfl⟩⟩, ?_⟩
  · rintro ⟨k, hk, h⟩
    rw [binding_condition_iff hb hk] at h
    exact key.1 (h ▸ hk)
  · intro k k' hk hk' h h'
    rw [(binding_condition_iff hb hk).1 h, (binding_condition_iff hb hk').1 h']
```

## (h) When the Hamiltonian binds

**Task.** For \(b>0\), show that

\[ H\text{ has a bound state of energy }-k^2\text{ for some }k>0\iff 4b^3<c\pi . \]

**Solution.** For each \(k>0\), part (e) replaces the existence of \(\psi\) by \(c\,I(k)=1\), and (g) decides when such a \(k\) exists. Lean rewrites with the first half of `binding_threshold` and applies `exists_boundState_iff` under the quantifier.

The strength \(c\) may be any real number, so a repulsive potential is included and has no such state. At equality, \(k=0\) solves \(c\,I(k)=1\), but the corresponding \(\psi=g/s^2\) is not normalisable, since \(s^2\psi^2\) grows like \(1/s^2\) near zero momentum.

```lean
/-- For `b > 0` the separable Hamiltonian has a bound state of some negative energy `-k²`, `k > 0`,
exactly when `c π > 4 b³`. -/
theorem boundState_threshold {b c : ℝ} (hb : 0 < b) :
    (∃ k, 0 < k ∧ ∃ ψ, IsBoundState b c k ψ) ↔ 4 * b ^ 3 < c * π := by
  rw [← (binding_threshold hb).1]
  exact exists_congr fun k => and_congr_right fun hk => exists_boundState_iff hb hk

end

end SeparableBoundState
```

```lean
#print axioms SeparableBoundState.binding_threshold
#print axioms SeparableBoundState.boundState_threshold
```

```
'SeparableBoundState.binding_threshold' depends on axioms: [propext, Classical.choice, Quot.sound]
'SeparableBoundState.boundState_threshold' depends on axioms: [propext, Classical.choice, Quot.sound]
```
